# At fixed orbitals and orbital energies, the occupation derivative of the RPA integrand is twice the real part of a G0W0 self-energy integrand

Let $v$, $\chi$ and $C$ be real square matrices with $\det(1-v\chi)>0$, and let $W=(1-v\chi)^{-1}v$. Then

$$\frac{d}{dn}\Big[\log\det\big(1-v(\chi+nC)\big)+\operatorname{tr}\big(v(\chi+nC)\big)\Big]_{n=0}=-\operatorname{tr}\big((W-v)C\big).$$

Let $\chi$ be the independent-particle response of real orbitals at a nonzero imaginary frequency, and let $n$ be added to the occupation of one level, with orbitals and orbital energies held fixed, so that $\chi$ becomes $\chi+nC$. The right-hand side is then twice the real part of the imaginary-axis integrand of that level's diagonal G0W0 correlation self-energy, taken at its own orbital energy. The prefactor $1/(2\pi)$ of the frequency integrals is left out of both integrands. No renormalization factor appears.

## Screening and the correlation energy

In a finite basis, $v$ is the Coulomb interaction, $\chi$ the density response of independent particles at an imaginary frequency $i\omega$, and $W$ the screened interaction. The RPA correlation energy is $\frac{1}{2\pi}\int_0^\infty d\omega$ of the integrand $\log\det(1-v\chi)+\operatorname{tr}(v\chi)$. Everything below concerns this integrand at one frequency.

The condition $\det(1-v\chi)>0$ gives the real logarithm its meaning. It holds whenever $v$ is symmetric positive semidefinite and $\chi$ symmetric negative semidefinite, because the eigenvalues of $1-v\chi$ are then at least 1. This is the usual situation for a ground state with levels filled from below.

For levels $p,q$ with occupations $f_p$, energies $\varepsilon_p$ and real transition densities $\rho_{pq}$, define

$$g(x)=\operatorname{Re}\frac{1}{x+i\omega}=\frac{x}{x^2+\omega^2},\qquad
\chi_0=\sum_{p,q}(f_p-f_q)\,g(\varepsilon_p-\varepsilon_q)\,\rho_{pq}\rho_{pq}^T .$$

For real orbitals, $\rho_{pq}$ represents the product of orbitals $p$ and $q$, so $\rho_{pq}=\rho_{qp}$. The imaginary part of the propagator then cancels between $(p,q)$ and $(q,p)$, and keeping only the real part loses nothing.

The imaginary-axis part of the correlation self-energy is $\frac{1}{2\pi}\int_{-\infty}^{\infty}d\omega$ of its integrand. With $W$ built from $\chi_0$, the real part of this integrand of level $s$, at its own orbital energy, is

$$S_s=-\sum_q g(\varepsilon_s-\varepsilon_q)\,\rho_{sq}\cdot(W-v)\rho_{sq}.$$

For RPA calculations with fractional occupations, the result identifies the first-order change of the integrand with an occupation as a G0W0-type quantity, within a finite basis and with orbitals and orbital energies held fixed.

## What the theorems state

The general theorem, `hasDerivAt_rpaIntegrand`, gives the slope at every $n_0$ where $\det(1-v(\chi+n_0C))>0$, with $W$ screened at that same $n_0$. The opening formula is the case $n_0=0$. The matrices need not be symmetric. A companion, `hasDerivAt_slope`, says that this slope changes at the rate $-\operatorname{tr}(WCWC)$ wherever the determinant is nonzero. The slope is therefore not, in general, the change caused by adding a whole electron.

The microscopic theorem, `hasDerivAt_occupation`, reads the Lean objects as follows.

- `ι` labels the basis in which the matrices are written, and `o` labels the levels. Both are finite. Each level carries its own occupation, so two spin states count as two levels, and $\rho_{pq}$ is zero between levels of opposite spin.
- `screened v χ` is $W$, `rpaIntegrand v χ` is the integrand, and `propagator ω x` is $g(x)$.
- `chi0 ε ρ ω f` is $\chi_0$, in which `vecMulVec` forms the outer product $\rho_{pq}\rho_{pq}^T$.
- `levelResponse ε ρ ω s` is the response matrix $C_s$ of one unit of occupation in level $s$, and `selfEnergyIntegrand` is $S_s$.
- `f + n • Pi.single s 1` adds $n$ to the occupation of level $s$ alone.
- `hρ` is the symmetry of the transition densities, and `h` is the positive determinant at the starting occupations.

The occupations are arbitrary real numbers, and `HasDerivAt` denotes a two-sided derivative. At an empty or full level, the formula is thus continued slightly beyond the physical range. The frequency is meant to be nonzero: at $\omega=0$ the term $q=s$ would contain $1/0$, which Lean sets to zero.

The frequency integral is not taken. Moreover, the full self-energy at a real orbital energy generally contains pole terms besides the imaginary-axis integral, and $S_s$ does not include them. The renormalization factor of G0W0 practice comes from linearizing the quasiparticle equation in energy. Here the self-energy integrand is taken at the given orbital energy and no quasiparticle equation is solved, so no such factor appears.

## The slope and its rate of change

Expand $\det(1+tM)$ over permutations. A permutation other than the identity moves at least two indices, so it contributes only at order $t^2$ or higher. The product of the diagonal entries supplies the linear term, hence

$$\det(1+tM)=1+t\operatorname{tr}M+O(t^2).$$

Write $A=1-v(\chi+n_0C)$ and $W(n)=(1-v(\chi+nC))^{-1}v$, so that $A^{-1}v=W(n_0)$. Then

$$1-v(\chi+nC)=A-(n-n_0)vC=A\big(1-(n-n_0)W(n_0)C\big).$$

The determinant of the left-hand side has derivative $-\det A\,\operatorname{tr}(W(n_0)C)$ at $n_0$. Dividing by $\det A$ gives the logarithmic derivative $-\operatorname{tr}(W(n_0)C)$. The linear term $\operatorname{tr}(v(\chi+nC))$ adds $\operatorname{tr}(vC)$, and the sum is $-\operatorname{tr}((W(n_0)-v)C)$.

For the rate of change, take two responses $\chi,\chi'$ with $A=1-v\chi$ and $B=1-v\chi'$ invertible, and let $W,W'$ be their screened interactions. Since $A-B=v(\chi'-\chi)$,

$$W'-W=B^{-1}(A-B)A^{-1}v=W'(\chi'-\chi)W.$$

Applied to $\chi+n_0C$ and $\chi+nC$, this gives $W(n)-W(n_0)=(n-n_0)W(n)CW(n_0)$. The difference quotient of the slope is exactly $-\operatorname{tr}(W(n)CW(n_0)C)$, and continuity of $W$ at $n_0$ gives the limit $-\operatorname{tr}(W(n_0)CW(n_0)C)$.

## From occupations to the self-energy

The function $g$ is odd, and $\rho_{pq}=\rho_{qp}$. Exchanging the names $p$ and $q$ in the part of $\chi_0$ containing $-f_q$ therefore turns it into a second copy of the part containing $f_p$:

$$\chi_0=\sum_p f_p C_p,\qquad C_p=\sum_q 2g(\varepsilon_p-\varepsilon_q)\rho_{pq}\rho_{pq}^T .$$

Adding $n$ to $f_s$ changes $\chi_0$ into $\chi_0+nC_s$. The slope formula applies with $C=C_s$, and $\operatorname{tr}((W-v)\rho_{sq}\rho_{sq}^T)=\rho_{sq}\cdot(W-v)\rho_{sq}$ gives

$$-\operatorname{tr}\big((W-v)C_s\big)=-2\sum_q g(\varepsilon_s-\varepsilon_q)\,\rho_{sq}\cdot(W-v)\rho_{sq}=2S_s .$$

The factor 2 fits the energy formula: $S_s$ is even in $\omega$, so doubling it on the positive half-axis amounts to integrating $S_s$ over the whole axis. The imaginary part of the self-energy integrand is odd in $\omega$ and cancels between $\omega$ and $-\omega$.

## The Lean file

```lean
import Mathlib

open Matrix Filter Topology

namespace RPAOccupationDerivative

noncomputable section

variable {ι o : Type*} [Fintype ι] [DecidableEq ι] [Fintype o] [DecidableEq o]

/-- The screened interaction `W = (1 - v χ)⁻¹ v`, for `1 - v χ` invertible. -/
def screened (v χ : Matrix ι ι ℝ) : Matrix ι ι ℝ := (1 - v * χ)⁻¹ * v

/-- The RPA correlation integrand `log det (1 - v χ) + tr (v χ)` at one imaginary frequency,
for `det (1 - v χ) > 0`. -/
def rpaIntegrand (v χ : Matrix ι ι ℝ) : ℝ :=
  Real.log (1 - v * χ).det + (v * χ).trace

/-- The real part of the propagator `1 / (x + i ω)`, for `x` and `ω` not both zero. -/
def propagator (ω x : ℝ) : ℝ := ((x + ω * Complex.I : ℂ)⁻¹).re

/-- The independent-particle response at imaginary frequency `i ω`, `ω ≠ 0`, for occupations `f`,
orbital energies `ε` and real, symmetric transition densities `ρ p q = ρ q p`. -/
def chi0 (ε : o → ℝ) (ρ : o → o → ι → ℝ) (ω : ℝ) (f : o → ℝ) : Matrix ι ι ℝ :=
  ∑ p, ∑ q, ((f p - f q) * propagator ω (ε p - ε q)) • vecMulVec (ρ p q) (ρ p q)

/-- The response matrix that belongs to one unit of occupation in level `s`, for `ω ≠ 0` and
symmetric transition densities. -/
def levelResponse (ε : o → ℝ) (ρ : o → o → ι → ℝ) (ω : ℝ) (s : o) : Matrix ι ι ℝ :=
  ∑ q, (2 * propagator ω (ε s - ε q)) • vecMulVec (ρ s q) (ρ s q)

/-- The real part of the integrand of the diagonal G0W0 correlation self-energy of level `s`, at its
own orbital energy: the real part of the propagator times the matrix element of `W - v`, summed over
levels, with a minus sign. Its domain is `ω ≠ 0` and `1 - v χ` invertible. -/
def selfEnergyIntegrand (v χ : Matrix ι ι ℝ) (ε : o → ℝ) (ρ : o → o → ι → ℝ)
    (ω : ℝ) (s : o) : ℝ :=
  -∑ q, propagator ω (ε s - ε q) * (ρ s q ⬝ᵥ (screened v χ - v) *ᵥ ρ s q)

/-- The determinant of `1 + t M` grows at the rate `tr M` at `t = 0`. -/
theorem hasDerivAt_det_one_add (M : Matrix ι ι ℝ) :
    HasDerivAt (fun t : ℝ => (1 + t • M).det) M.trace 0 := by
  obtain ⟨p, hp⟩ : ∃ p : Polynomial ℝ, ∀ t : ℝ,
      (1 + t • M).det = 1 + M.trace * t + p.eval t * t ^ 2 :=
    ⟨_, fun t => Matrix.det_one_add_smul t M⟩
  simp only [hp]
  have h := (((hasDerivAt_id' (0 : ℝ)).const_mul M.trace).const_add 1).fun_add
    ((p.hasDerivAt 0).fun_mul (hasDerivAt_pow 2 (0 : ℝ)))
  exact h.congr_deriv (by simp)

/-- Along `χ + n C` the RPA integrand has slope `-tr ((W - v) C)`, with `W` screened at the same
`n`, wherever `det (1 - v (χ + n C))` is positive. -/
theorem hasDerivAt_rpaIntegrand (v χ C : Matrix ι ι ℝ) (n₀ : ℝ)
    (h : 0 < (1 - v * (χ + n₀ • C)).det) :
    HasDerivAt (fun n : ℝ => rpaIntegrand v (χ + n • C))
      (-((screened v (χ + n₀ • C) - v) * C).trace) n₀ := by
  obtain ⟨A, hA⟩ : ∃ A, A = 1 - v * (χ + n₀ • C) := ⟨_, rfl⟩
  rw [← hA] at h
  -- factor out the dielectric matrix at `n₀`
  have hfac : ∀ n : ℝ, 1 - v * (χ + n • C) = A * (1 + (n - n₀) • (-(A⁻¹ * v * C))) := by
    intro n
    have h1 : A * (A⁻¹ * v * C) = v * C := by
      rw [← mul_assoc, ← mul_assoc, Matrix.mul_nonsing_inv _ (IsUnit.mk0 _ h.ne'), one_mul]
    rw [mul_add A, mul_one, Matrix.mul_smul, mul_neg, h1, hA]
    simp only [mul_add, Matrix.mul_smul]
    module
  have hd : HasDerivAt (fun n : ℝ => (1 + (n - n₀) • (-(A⁻¹ * v * C))).det)
      (-(A⁻¹ * v * C)).trace n₀ := by
    refine HasDerivAt.comp_sub_const n₀ n₀
      (f := fun t : ℝ => (1 + t • (-(A⁻¹ * v * C))).det) ?_
    rw [sub_self]
    exact hasDerivAt_det_one_add _
  have hdet : HasDerivAt (fun n : ℝ => (1 - v * (χ + n • C)).det)
      (A.det * (-(A⁻¹ * v * C)).trace) n₀ := by
    simp only [hfac, Matrix.det_mul]
    exact hd.const_mul _
  have hlog := hdet.log (by rw [← hA]; exact h.ne')
  -- the trace term is linear in `n`
  have htr : HasDerivAt (fun n : ℝ => (v * (χ + n • C)).trace) (v * C).trace n₀ := by
    simp only [mul_add, Matrix.mul_smul, Matrix.trace_add, Matrix.trace_smul, smul_eq_mul]
    exact (((hasDerivAt_id' n₀).mul_const _).const_add _).congr_deriv (one_mul _)
  refine (hlog.fun_add htr).congr_deriv ?_
  simp only [screened, ← hA]
  rw [mul_div_cancel_left₀ _ h.ne', Matrix.trace_neg, sub_mul, Matrix.trace_sub]
  ring

/-- Dyson equation between two responses: `W' - W = W' (χ' - χ) W`, when both dielectric
matrices are invertible. -/
theorem screened_sub (v χ χ' : Matrix ι ι ℝ) (h : (1 - v * χ).det ≠ 0)
    (h' : (1 - v * χ').det ≠ 0) :
    screened v χ' - screened v χ = screened v χ' * (χ' - χ) * screened v χ := by
  obtain ⟨A, hA⟩ : ∃ A, A = 1 - v * χ := ⟨_, rfl⟩
  obtain ⟨B, hB⟩ : ∃ B, B = 1 - v * χ' := ⟨_, rfl⟩
  have hAB : v * (χ' - χ) = A - B := by rw [hA, hB]; noncomm_ring
  rw [← hA] at h
  rw [← hB] at h'
  have h1 : B⁻¹ * B = 1 := Matrix.nonsing_inv_mul _ (IsUnit.mk0 _ h')
  have h2 : A * A⁻¹ = 1 := Matrix.mul_nonsing_inv _ (IsUnit.mk0 _ h)
  simp only [screened, ← hA, ← hB]
  rw [mul_assoc B⁻¹ v, hAB, mul_sub, sub_mul, h1, one_mul, mul_assoc B⁻¹ A,
    ← mul_assoc A A⁻¹ v, h2, one_mul]

/-- The slope `-tr ((W - v) C)` itself changes with `n` at the rate `-tr (W C W C)`, wherever
`det (1 - v (χ + n C))` is nonzero. -/
theorem hasDerivAt_slope (v χ C : Matrix ι ι ℝ) (n₀ : ℝ)
    (h : (1 - v * (χ + n₀ • C)).det ≠ 0) :
    HasDerivAt (fun n : ℝ => -((screened v (χ + n • C) - v) * C).trace)
      (-(screened v (χ + n₀ • C) * C * screened v (χ + n₀ • C) * C).trace) n₀ := by
  have hc : Continuous (fun n : ℝ => 1 - v * (χ + n • C)) :=
    continuous_const.sub (continuous_const.mul
      (continuous_const.add (continuous_id.smul continuous_const)))
  have hW : ContinuousAt (fun n : ℝ => screened v (χ + n • C)) n₀ := by
    simp only [screened, Matrix.inv_def, Ring.inverse_eq_inv']
    exact ((hc.matrix_det.continuousAt.inv₀ h).smul
      hc.matrix_adjugate.continuousAt).mul continuousAt_const
  have hT : ContinuousAt (fun n : ℝ =>
      -(screened v (χ + n • C) * C * screened v (χ + n₀ • C) * C).trace) n₀ :=
    ((Continuous.matrix_trace continuous_id).continuousAt.comp
      (((hW.mul continuousAt_const).mul continuousAt_const).mul continuousAt_const)).neg
  rw [hasDerivAt_iff_tendsto_slope]
  refine (hT.tendsto.mono_left nhdsWithin_le_nhds).congr' ?_
  filter_upwards [(hc.matrix_det.continuousAt.eventually_ne h).filter_mono nhdsWithin_le_nhds,
    self_mem_nhdsWithin] with n hn hne
  -- the Dyson equation gives the difference quotient exactly
  have hD := screened_sub v (χ + n₀ • C) (χ + n • C) h hn
  have hx : χ + n • C - (χ + n₀ • C) = (n - n₀) • C := by module
  rw [hx, Matrix.mul_smul, Matrix.smul_mul] at hD
  have ht : (screened v (χ + n • C) * C).trace - (screened v (χ + n₀ • C) * C).trace
      = (n - n₀) * (screened v (χ + n • C) * C * screened v (χ + n₀ • C) * C).trace := by
    rw [← Matrix.trace_sub, ← sub_mul, hD, Matrix.smul_mul, Matrix.trace_smul, smul_eq_mul]
  rw [slope_def_field, eq_div_iff (sub_ne_zero.mpr hne)]
  simp only [sub_mul, Matrix.trace_sub]
  linear_combination ht

omit [Fintype ι] [DecidableEq ι] [DecidableEq o] in
/-- For symmetric transition densities the independent-particle response is the sum of the level
responses weighted by the occupations. -/
theorem chi0_eq_sum (ε : o → ℝ) (ρ : o → o → ι → ℝ) (hρ : ∀ p q, ρ p q = ρ q p)
    (ω : ℝ) (f : o → ℝ) : chi0 ε ρ ω f = ∑ p, f p • levelResponse ε ρ ω p := by
  have hneg : ∀ x, propagator ω (-x) = -propagator ω x := by
    intro x
    simp [propagator, Complex.inv_re, Complex.normSq_apply, neg_div]
  -- exchanging the two levels flips the sign of the propagator
  have hswap : ∑ p, ∑ q, (f q * propagator ω (ε p - ε q)) • vecMulVec (ρ p q) (ρ p q)
      = -∑ p, ∑ q, (f p * propagator ω (ε p - ε q)) • vecMulVec (ρ p q) (ρ p q) := by
    rw [Finset.sum_comm, ← Finset.sum_neg_distrib]
    refine Finset.sum_congr rfl fun p _ => ?_
    rw [← Finset.sum_neg_distrib]
    refine Finset.sum_congr rfl fun q _ => ?_
    rw [hρ q p, ← neg_sub (ε p) (ε q), hneg, mul_neg, neg_smul]
  simp only [chi0, levelResponse, sub_mul, sub_smul, Finset.sum_sub_distrib]
  rw [hswap, sub_neg_eq_add, ← Finset.sum_add_distrib]
  refine Finset.sum_congr rfl fun p _ => ?_
  rw [← Finset.sum_add_distrib, Finset.smul_sum]
  refine Finset.sum_congr rfl fun q _ => ?_
  module

/-- At fixed orbitals and orbital energies, with symmetric transition densities and
`det (1 - v χ₀) > 0`, the derivative of the RPA integrand with respect to the occupation of level
`s` is twice the real part of the G0W0 correlation self-energy integrand of that level, for `ω ≠ 0`.
-/
theorem hasDerivAt_occupation (v : Matrix ι ι ℝ) (ε : o → ℝ) (ρ : o → o → ι → ℝ)
    (hρ : ∀ p q, ρ p q = ρ q p) (ω : ℝ) (f : o → ℝ) (s : o)
    (h : 0 < (1 - v * chi0 ε ρ ω f).det) :
    HasDerivAt (fun n : ℝ => rpaIntegrand v (chi0 ε ρ ω (f + n • Pi.single s 1)))
      (2 * selfEnergyIntegrand v (chi0 ε ρ ω f) ε ρ ω s) 0 := by
  -- the response is linear in the occupation of level `s`
  have hlin : ∀ n : ℝ, chi0 ε ρ ω (f + n • Pi.single s 1)
      = chi0 ε ρ ω f + n • levelResponse ε ρ ω s := by
    intro n
    rw [chi0_eq_sum ε ρ hρ, chi0_eq_sum ε ρ hρ]
    simp only [Pi.add_apply, Pi.smul_apply, smul_eq_mul, add_smul, Finset.sum_add_distrib]
    congr 1
    rw [Finset.sum_eq_single s]
    · simp
    · intro p _ hp
      simp [hp]
    · simp
  simp only [hlin]
  refine (hasDerivAt_rpaIntegrand v (chi0 ε ρ ω f) (levelResponse ε ρ ω s) 0
    (by simpa using h)).congr_deriv ?_
  -- the trace becomes a sum of matrix elements of `W - v`
  rw [zero_smul, add_zero, levelResponse, selfEnergyIntegrand, Finset.mul_sum,
    Matrix.trace_sum, mul_neg, Finset.mul_sum]
  congr 1
  refine Finset.sum_congr rfl fun q _ => ?_
  rw [Matrix.mul_smul, Matrix.trace_smul, Matrix.mul_vecMulVec, Matrix.trace_vecMulVec,
    smul_eq_mul, dotProduct_comm, mul_assoc]

end

end RPAOccupationDerivative
```

```lean
#print axioms RPAOccupationDerivative.hasDerivAt_slope
-- 'RPAOccupationDerivative.hasDerivAt_slope' depends on axioms: [propext, Classical.choice, Quot.sound]
#print axioms RPAOccupationDerivative.hasDerivAt_occupation
-- 'RPAOccupationDerivative.hasDerivAt_occupation' depends on axioms: [propext, Classical.choice, Quot.sound]
```

## How the lemmas carry the argument

`hasDerivAt_det_one_add` takes the expansion of the determinant from Mathlib's `Matrix.det_one_add_smul`, with the remainder written as a polynomial times $t^2$. The product rule then removes the remainder at $t=0$.

In `hasDerivAt_rpaIntegrand`, `hfac` is the factorization through $A$. The step `hd` shifts the determinant lemma from $0$ to $n_0$, `hdet` restores the factor $\det A$, and `hlog` differentiates the logarithm. The linear trace is handled by `htr`. The last lines cancel $\det A$ and collect the two traces.

`screened_sub` proves the Dyson difference by matrix algebra, using $B^{-1}B=1$ and $AA^{-1}=1$. In `hasDerivAt_slope`, `hW` establishes continuity of $W$ by writing the inverse as the adjugate divided by the determinant. The derivative is then treated as a limit of difference quotients. `filter_upwards` restricts attention to $n\neq n_0$ close enough to $n_0$ for the determinant to stay nonzero, where `hD` and `ht` supply the exact quotient.

`chi0_eq_sum` contains the exchange of levels: `hneg` says that the propagator is odd, and `hswap` uses this together with `hρ` to rewrite the $f_q$ part. Finally, `hasDerivAt_occupation` obtains the linear change of $\chi_0$ in `hlin`, where `Finset.sum_eq_single s` selects the one level whose occupation changes. It applies the slope theorem at $n_0=0$, and `Matrix.trace_vecMulVec` turns each trace into the matrix element that appears in $S_s$.
